# For Slater determinants of orthonormal orbitals, the squared overlap is at most the product of the squared lengths of the projected orbitals

Let the columns of A be k orthonormal reference orbitals and the columns b_j of B be k trial orbitals, both expanded in n orthonormal basis functions. All orbitals here are spin orbitals, each occupied by one electron. Define

M = AᴴB, P = AAᴴ, p_j = ‖P b_j‖².

P projects onto the reference occupied space. Here p_j is the squared length of the projected orbital, not its length. The overlap of the two Slater determinants, each with the usual prefactor 1/√(k!), is det M. The trial determinant has squared norm det(BᴴB), which is 1 for orthonormal trial orbitals; for other B, det M is the overlap without division by the norm.

Some maximum-overlap SCF methods select occupied orbitals by the size of such projections. How much do the p_j say about the overlap of the determinants? For any B,

|det M|² ≤ ∏_j p_j.

## From unit columns to orbitals

Let N be a k by k matrix with unit columns. The eigenvalues λ_i of NᴴN are nonnegative, and their sum is the trace, k. Since x ≤ exp(x − 1),

|det N|² = ∏_i λ_i ≤ ∏_i exp(λ_i − 1) = exp(k − k) = 1.

If the product is 1, no λ_i vanishes. The exponential inequality is strict for x ≠ 1, so every λ_i is 1 and NᴴN = 1. Conversely, NᴴN = 1 gives |det N|² = 1.

For a general square M, put c_j = ∑_i |M_ij|². If some c_j is zero, that column vanishes and so does det M. Otherwise set d_j = √c_j and M_ij = N_ij d_j, where N has unit columns. Then

|det M|² = |det N|² ∏_j c_j ≤ ∏_j c_j,
(MᴴM)_ij = d_i (NᴴN)_ij d_j.

For nonzero c_j, equality therefore means that the columns of M are orthogonal.

For the orbitals, AᴴA = 1 gives

(PB)ᴴ(PB) = BᴴA(AᴴA)AᴴB = MᴴM.

The diagonal reads p_j = ∑_i |M_ij|² = c_j, which proves the bound. The off-diagonal elements show that, for nonzero p_j, equality holds exactly when the projected orbitals are mutually orthogonal.

If the trial orbitals are normalised, Pythagoras gives p_j + ‖b_j − P b_j‖² = 1. Every factor is then at most 1, so |det M|² ≤ p_j for each j.

## Matrices and projections in Lean

```lean
import Mathlib

open Matrix
open scoped ComplexOrder

namespace DeterminantOverlapHadamard

noncomputable section
```

In the code `n` and `k` are finite index types, not numbers. The first lemma identifies the diagonal of a Gram matrix with squared column lengths.

```lean
/-- The diagonal entries of a Gram matrix are the squared lengths of the columns. -/
theorem gram_diag {m l : Type*} [Fintype m] (M : Matrix m l ℂ) (j : l) :
    (Mᴴ * M) j j = ((∑ i, ‖M i j‖ ^ 2 : ℝ) : ℂ) := by
  rw [Matrix.mul_apply]
  push_cast
  refine Finset.sum_congr rfl fun i _ => ?_
  rw [Matrix.conjTranspose_apply, ← starRingEnd_apply, Complex.conj_mul']
```

`projected A B` is PB, and `orbitalProjection A B j` is p_j. Orthonormality enters later, as the hypothesis `Aᴴ * A = 1`.

```lean
variable {n k : Type*} [Fintype n] [Fintype k]

/-- The trial orbitals (columns of `B`) after application of `A Aᴴ`, which is the projector onto
the reference occupied space when the columns of `A` are orthonormal. -/
def projected (A B : Matrix n k ℂ) : Matrix n k ℂ := A * Aᴴ * B

/-- The projection `p_j`: the squared length of the `j`-th trial orbital after application
of `A Aᴴ`. -/
def orbitalProjection (A B : Matrix n k ℂ) (j : k) : ℝ := ∑ μ, ‖projected A B μ j‖ ^ 2
```

The code works with det M; its identification with the many-electron overlap is not formalised.

## Hadamard's inequality

In the next proof `hdet` and `hsum` express determinant and trace through the eigenvalues, `hexp` evaluates the product of exponentials, and `hle` is the scalar inequality. For equality, `Finset.prod_lt_prod` excludes an eigenvalue other than 1, and the spectral theorem returns NᴴN = 1.

```lean
variable [DecidableEq k]

/-- A square matrix with columns of unit length has a determinant of modulus at most one, and
the modulus is one exactly when the columns are orthonormal. -/
theorem unit_columns_det (N : Matrix k k ℂ) (hN : ∀ j, ∑ i, ‖N i j‖ ^ 2 = 1) :
    ‖N.det‖ ^ 2 ≤ 1 ∧ (‖N.det‖ ^ 2 = 1 ↔ Nᴴ * N = 1) := by
  have hG : (Nᴴ * N).IsHermitian := Matrix.isHermitian_conjTranspose_mul_self N
  have h0 : ∀ i, 0 ≤ hG.eigenvalues i :=
    fun i => (Matrix.posSemidef_conjTranspose_mul_self N).eigenvalues_nonneg i
  have hgram : (Nᴴ * N).det = ((‖N.det‖ ^ 2 : ℝ) : ℂ) := by
    rw [Matrix.det_mul, Matrix.det_conjTranspose, ← starRingEnd_apply, Complex.conj_mul']
    push_cast
    rfl
  -- determinant and trace of the Gram matrix through its eigenvalues
  have hdet : ‖N.det‖ ^ 2 = ∏ i, hG.eigenvalues i := by
    have h : (Nᴴ * N).det = ∏ i, ((hG.eigenvalues i : ℝ) : ℂ) := hG.det_eq_prod_eigenvalues
    exact_mod_cast hgram.symm.trans h
  have hsum : ∑ i, hG.eigenvalues i = (Fintype.card k : ℝ) := by
    have h : (Nᴴ * N).trace = ∑ i, ((hG.eigenvalues i : ℝ) : ℂ) := hG.trace_eq_sum_eigenvalues
    have h' : (Nᴴ * N).trace = (Fintype.card k : ℂ) := by
      simp only [Matrix.trace, Matrix.diag_apply, gram_diag, hN]
      simp
    exact_mod_cast h.symm.trans h'
  have hexp : ∏ i, Real.exp (hG.eigenvalues i - 1) = 1 := by
    have hs : ∑ i, (hG.eigenvalues i - 1) = 0 := by
      rw [Finset.sum_sub_distrib, hsum]
      simp
    rw [← Real.exp_sum, hs, Real.exp_zero]
  have hle : ∀ i, hG.eigenvalues i ≤ Real.exp (hG.eigenvalues i - 1) := fun i => by
    have := Real.add_one_le_exp (hG.eigenvalues i - 1)
    linarith
  refine ⟨?_, fun h => ?_, fun h => ?_⟩
  · rw [hdet, ← hexp]
    exact Finset.prod_le_prod (fun i _ => h0 i) (fun i _ => hle i)
  · -- an eigenvalue different from one would make the product smaller than one
    rw [hdet] at h
    have he : hG.eigenvalues = fun _ => 1 := by
      funext i
      by_contra hi
      have hpos : ∀ l ∈ Finset.univ, 0 < hG.eigenvalues l := fun l hl =>
        lt_of_le_of_ne (h0 l) fun hz => by
          rw [Finset.prod_eq_zero hl hz.symm] at h
          exact zero_ne_one h
      have hlt : hG.eigenvalues i < Real.exp (hG.eigenvalues i - 1) := by
        have := Real.add_one_lt_exp (sub_ne_zero.2 hi)
        linarith
      have := Finset.prod_lt_prod hpos (fun l _ => hle l) ⟨i, Finset.mem_univ i, hlt⟩
      rw [h, hexp] at this
      exact lt_irrefl _ this
    have hs := hG.spectral_theorem
    have hd : Matrix.diagonal (RCLike.ofReal ∘ hG.eigenvalues) = (1 : Matrix k k ℂ) := by
      rw [he]
      ext i j
      simp [Matrix.diagonal_apply, Matrix.one_apply]
    rw [hd, map_one] at hs
    exact hs
  · rw [h, Matrix.det_one] at hgram
    exact_mod_cast hgram.symm
```

The rescaling M_ij = N_ij d_j becomes an existence statement, followed by the bound with its two cases.

```lean
/-- A square matrix `M` without vanishing columns is a matrix `N` with unit columns, each multiplied
by a nonzero real factor, and the squared modulus of its determinant is that of `N` times the
product of the squared column lengths of `M`. -/
theorem exists_unit_columns (M : Matrix k k ℂ) (hp : ∀ j, ∑ i, ‖M i j‖ ^ 2 ≠ 0) :
    ∃ (N : Matrix k k ℂ) (d : k → ℝ), (∀ j, d j ≠ 0) ∧ (∀ j, ∑ i, ‖N i j‖ ^ 2 = 1) ∧
      (∀ i j, M i j = N i j * (d j : ℂ)) ∧
      ‖M.det‖ ^ 2 = ‖N.det‖ ^ 2 * ∏ j, ∑ i, ‖M i j‖ ^ 2 := by
  obtain ⟨d, hd, hsq⟩ : ∃ d : k → ℝ, (∀ j, d j ≠ 0) ∧ ∀ j, d j ^ 2 = ∑ i, ‖M i j‖ ^ 2 :=
    ⟨fun j => √(∑ i, ‖M i j‖ ^ 2),
      fun j => (Real.sqrt_pos.2 (lt_of_le_of_ne (by positivity) (hp j).symm)).ne',
      fun j => Real.sq_sqrt (by positivity)⟩
  obtain ⟨N, hN⟩ : ∃ N : Matrix k k ℂ, ∀ i j, N i j = M i j / (d j : ℂ) :=
    ⟨fun i j => M i j / (d j : ℂ), fun _ _ => rfl⟩
  have hM : ∀ i j, M i j = N i j * (d j : ℂ) := fun i j => by
    rw [hN, div_mul_cancel₀ _ (Complex.ofReal_ne_zero.2 (hd j))]
  have hn : ∀ j, ‖(d j : ℂ)‖ ^ 2 = ∑ i, ‖M i j‖ ^ 2 := fun j => by
    rw [Complex.norm_real, Real.norm_eq_abs, sq_abs, hsq]
  refine ⟨N, d, hd, fun j => ?_, hM, ?_⟩
  · simp only [hN, norm_div, div_pow, hn]
    rw [← Finset.sum_div, div_self (hp j)]
  · have hfac : M = N * Matrix.diagonal (fun j => (d j : ℂ)) := by
      ext i j
      rw [Matrix.mul_diagonal, hM]
    have hdet : M.det = N.det * ∏ j, (d j : ℂ) := by
      rw [hfac, Matrix.det_mul, Matrix.det_diagonal]
    rw [hdet, norm_mul, mul_pow, norm_prod, ← Finset.prod_pow]
    simp only [hn]

/-- Hadamard's inequality: the squared modulus of a determinant is at most the product of the
squared lengths of the columns. -/
theorem hadamard_bound (M : Matrix k k ℂ) : ‖M.det‖ ^ 2 ≤ ∏ j, ∑ i, ‖M i j‖ ^ 2 := by
  by_cases hp : ∀ j, ∑ i, ‖M i j‖ ^ 2 ≠ 0
  · obtain ⟨N, d, -, hN, -, hdet⟩ := exists_unit_columns M hp
    rw [hdet]
    exact mul_le_of_le_one_left (by positivity) (unit_columns_det N hN).1
  · -- a vanishing column makes the determinant vanish
    push Not at hp
    obtain ⟨j, hj⟩ := hp
    have hcol : ∀ i, M i j = 0 := fun i => by
      have h := (Finset.sum_eq_zero_iff_of_nonneg (fun i _ => by positivity)).1 hj i
        (Finset.mem_univ i)
      exact norm_eq_zero.1 ((pow_eq_zero_iff two_ne_zero).1 h)
    rw [Matrix.det_eq_zero_of_column_eq_zero j hcol, norm_zero, zero_pow two_ne_zero]
    positivity
```

## The bound for orbitals

These two lemmas are the Gram identity and its diagonal.

```lean
/-- For orthonormal reference orbitals, the projected trial orbitals have the same mutual inner
products as the columns of the overlap matrix `Aᴴ B`. -/
theorem gram_projected {A : Matrix n k ℂ} (hA : Aᴴ * A = 1) (B : Matrix n k ℂ) :
    (projected A B)ᴴ * projected A B = (Aᴴ * B)ᴴ * (Aᴴ * B) := by
  calc (projected A B)ᴴ * projected A B = Bᴴ * A * (Aᴴ * A) * (Aᴴ * B) := by
        simp only [projected, Matrix.conjTranspose_mul, Matrix.conjTranspose_conjTranspose,
          Matrix.mul_assoc]
    _ = (Aᴴ * B)ᴴ * (Aᴴ * B) := by
        rw [hA, Matrix.mul_one, Matrix.conjTranspose_mul, Matrix.conjTranspose_conjTranspose]

/-- For orthonormal reference orbitals, `p_j` is the sum over `i` of `|M_ij|²`, with
`M = Aᴴ B` the overlap matrix. -/
theorem orbitalProjection_eq {A : Matrix n k ℂ} (hA : Aᴴ * A = 1) (B : Matrix n k ℂ) (j : k) :
    orbitalProjection A B j = ∑ i, ‖(Aᴴ * B) i j‖ ^ 2 := by
  apply Complex.ofReal_injective
  have h : ((projected A B)ᴴ * projected A B) j j = ((Aᴴ * B)ᴴ * (Aᴴ * B)) j j := by
    rw [gram_projected hA]
  exact (gram_diag (projected A B) j).symm.trans (h.trans (gram_diag (Aᴴ * B) j))
```

The main theorem rewrites each p_j and applies `hadamard_bound`; it requires nothing of B.

```lean
/-- For orthonormal reference orbitals and any trial orbitals, the squared determinant overlap
is at most the product of the projections `p_j`. -/
theorem overlap_le_prod_projection {A : Matrix n k ℂ} (hA : Aᴴ * A = 1) (B : Matrix n k ℂ) :
    ‖(Aᴴ * B).det‖ ^ 2 ≤ ∏ j, orbitalProjection A B j := by
  simp only [orbitalProjection_eq hA]
  exact hadamard_bound _
```

The equality criterion assumes every p_j nonzero. If one vanishes, both sides are zero even when two other projected orbitals overlap. The proof transfers `unit_columns_det` to M through `hg`, the relation between the two Gram matrices.

```lean
/-- For orthonormal reference orbitals and nonzero projections `p_j`, the bound is an equality
exactly when the projected trial orbitals are mutually orthogonal. -/
theorem overlap_eq_prod_iff {A : Matrix n k ℂ} (hA : Aᴴ * A = 1) (B : Matrix n k ℂ)
    (hp : ∀ j, orbitalProjection A B j ≠ 0) :
    ‖(Aᴴ * B).det‖ ^ 2 = ∏ j, orbitalProjection A B j ↔
      ∀ i j, i ≠ j → ((projected A B)ᴴ * projected A B) i j = 0 := by
  simp only [orbitalProjection_eq hA] at hp ⊢
  rw [gram_projected hA]
  generalize Aᴴ * B = M at hp ⊢
  obtain ⟨N, d, hd, hN, hM, hdet⟩ := exists_unit_columns M hp
  -- the Gram matrices of `M` and `N` differ by the factors `d i` and `d j`
  have hg : ∀ i j, (Mᴴ * M) i j = (d i : ℂ) * (Nᴴ * N) i j * (d j : ℂ) := fun i j => by
    simp only [Matrix.mul_apply, Matrix.conjTranspose_apply, Finset.mul_sum, Finset.sum_mul]
    refine Finset.sum_congr rfl fun l _ => ?_
    rw [hM l i, hM l j, star_mul', ← starRingEnd_apply (d i : ℂ), Complex.conj_ofReal]
    ring
  have hP : ∏ j, ∑ i, ‖M i j‖ ^ 2 ≠ 0 := Finset.prod_ne_zero_iff.2 fun j _ => hp j
  rw [hdet, mul_eq_right₀ hP, (unit_columns_det N hN).2]
  refine ⟨fun h i j hij => ?_, fun h => ?_⟩
  · rw [hg, h, Matrix.one_apply_ne hij, mul_zero, zero_mul]
  · ext i j
    by_cases hij : i = j
    · subst hij
      rw [gram_diag, hN, Matrix.one_apply_eq, Complex.ofReal_one]
    · have h' := h i j hij
      rw [hg] at h'
      simpa [hd, Matrix.one_apply_ne hij] using h'
```

For normalised trial orbitals, `hpyth` is Pythagoras in matrix form. The proof then separates the factor p_j from the product and bounds the rest by 1.

```lean
/-- For orthonormal reference orbitals and normalised trial orbitals, the squared determinant
overlap is at most the projection `p_j` of any single trial orbital. -/
theorem overlap_le_projection {A B : Matrix n k ℂ} (hA : Aᴴ * A = 1)
    (hB : ∀ j, ∑ μ, ‖B μ j‖ ^ 2 = 1) (j : k) :
    ‖(Aᴴ * B).det‖ ^ 2 ≤ orbitalProjection A B j := by
  have h0 : ∀ i, 0 ≤ orbitalProjection A B i := fun i => by
    unfold orbitalProjection
    positivity
  -- Pythagoras: an orbital splits into its projection and an orthogonal remainder
  have hpyth : (B - projected A B)ᴴ * (B - projected A B) + (projected A B)ᴴ * projected A B
      = Bᴴ * B := by
    have h1 : Bᴴ * projected A B = (Aᴴ * B)ᴴ * (Aᴴ * B) := by
      simp only [projected, Matrix.conjTranspose_mul, Matrix.conjTranspose_conjTranspose,
        Matrix.mul_assoc]
    have h2 : (projected A B)ᴴ * B = (Aᴴ * B)ᴴ * (Aᴴ * B) := by
      simp only [projected, Matrix.conjTranspose_mul, Matrix.conjTranspose_conjTranspose,
        Matrix.mul_assoc]
    rw [Matrix.conjTranspose_sub, Matrix.sub_mul, Matrix.mul_sub, Matrix.mul_sub, h1, h2,
      gram_projected hA]
    abel
  have h1 : ∀ i, orbitalProjection A B i ≤ 1 := fun i => by
    have h := congrArg (fun X : Matrix k k ℂ => X i i) hpyth
    simp only [Matrix.add_apply, gram_diag, hB] at h
    have h' : ∑ μ, ‖(B - projected A B) μ i‖ ^ 2 + orbitalProjection A B i = 1 := by
      unfold orbitalProjection
      exact_mod_cast h
    have hr : 0 ≤ ∑ μ, ‖(B - projected A B) μ i‖ ^ 2 := by positivity
    linarith
  refine (overlap_le_prod_projection hA B).trans ?_
  rw [← Finset.mul_prod_erase Finset.univ _ (Finset.mem_univ j)]
  exact mul_le_of_le_one_right (h0 j) (Finset.prod_le_one (fun i _ => h0 i) (fun i _ => h1 i))
```

## Projections of one half with zero overlap

The reference orbitals are the first two of four basis functions. The trial orbitals are ½(1, 1, 1, 1) and ½(1, 1, −1, −1).

```lean
/-- Two reference orbitals: the first two basis functions out of four. -/
def refPair : Matrix (Fin 4) (Fin 2) ℂ := !![1, 0; 0, 1; 0, 0; 0, 0]

/-- Two trial orbitals spread evenly over four basis functions, equal to each other on the first two
and opposite to each other in sign on the last two. -/
def trialPair : Matrix (Fin 4) (Fin 2) ℂ :=
  !![1/2, 1/2; 1/2, 1/2; 1/2, -1/2; 1/2, -1/2]
```

All four entries of M are ½, so each projection is ¼ + ¼ = ½, while det M = ¼ − ¼ = 0. The determinant vanishes because P maps both trial orbitals to the same vector, ½(1, 1, 0, 0). The proof computes AᴴA, BᴴB and M entry by entry.

```lean
/-- Both pairs of orbitals are orthonormal and each trial orbital has projection one half, yet
the determinant overlap vanishes. -/
theorem projections_without_overlap :
    refPairᴴ * refPair = 1 ∧ trialPairᴴ * trialPair = 1 ∧
      (∀ j, orbitalProjection refPair trialPair j = 1 / 2) ∧
      (refPairᴴ * trialPair).det = 0 := by
  have hA : refPairᴴ * refPair = 1 := by
    ext i j
    fin_cases i <;> fin_cases j <;> simp [refPair, Matrix.mul_apply, Fin.sum_univ_succ]
  have h2 : (starRingEnd ℂ) 2 = 2 := by
    apply Complex.ext <;> simp
  have hB : trialPairᴴ * trialPair = 1 := by
    ext i j
    fin_cases i <;> fin_cases j <;>
      simp [trialPair, Matrix.mul_apply, Fin.sum_univ_succ] <;> norm_num [h2]
  have hM : refPairᴴ * trialPair = !![1/2, 1/2; 1/2, 1/2] := by
    ext i j
    fin_cases i <;> fin_cases j <;>
      simp [refPair, trialPair, Matrix.mul_apply, Fin.sum_univ_succ]
  refine ⟨hA, hB, fun j => ?_, ?_⟩
  · rw [orbitalProjection_eq hA, hM]
    fin_cases j <;> simp [Fin.sum_univ_two] <;> norm_num
  · rw [hM, Matrix.det_fin_two_of]
    ring

end

end DeterminantOverlapHadamard
```

```lean
#print axioms DeterminantOverlapHadamard.overlap_le_prod_projection
-- 'DeterminantOverlapHadamard.overlap_le_prod_projection' depends on axioms: [propext, Classical.choice, Quot.sound]
#print axioms DeterminantOverlapHadamard.overlap_eq_prod_iff
-- 'DeterminantOverlapHadamard.overlap_eq_prod_iff' depends on axioms: [propext, Classical.choice, Quot.sound]
#print axioms DeterminantOverlapHadamard.overlap_le_projection
-- 'DeterminantOverlapHadamard.overlap_le_projection' depends on axioms: [propext, Classical.choice, Quot.sound]
#print axioms DeterminantOverlapHadamard.projections_without_overlap
-- 'DeterminantOverlapHadamard.projections_without_overlap' depends on axioms: [propext, Classical.choice, Quot.sound]
```

For single determinants in a finite basis, one small p_j thus limits the overlap with the reference when the trial orbitals are orthonormal, whereas two orbitals with projections of one half can give no overlap at all.

## Atomic orbitals with an overlap matrix

In a nonorthogonal basis with positive definite overlap matrix S, orthonormality reads AᴴSA = 1, M is AᴴSB, the projector P is AAᴴS, and the squared length of a vector v is vᴴSv. Replacing A and B by S^(1/2)A and S^(1/2)B recovers the present form.
